# Order-$\hbar^2$ magnetism of a charged planar oscillator in thermal equilibrium

A charged particle sits in an isotropic harmonic trap in the plane, in thermal equilibrium, and a uniform magnetic field is switched on perpendicular to the plane. In classical statistical mechanics its free energy does not change. In quantum mechanics the energy levels move with the field, and the free energy moves with them. How large is the effect when Planck's constant is small?

Take unit mass and write $h$ for the reduced Planck constant, $\beta>0$ for the inverse temperature, $w>0$ for the trap frequency and $c$ for the cyclotron frequency, a real number whose sign follows the field direction. The two mode frequencies are
$$w_\pm=\sqrt{w^2+c^2/4}\pm c/2 ,$$
and the Fock–Darwin levels are
$$E_{n_1,n_2}=h w_+(n_1+\tfrac12)+h w_-(n_2+\tfrac12),\qquad n_1,n_2=0,1,2,\dots$$

Let $Z$ be the Boltzmann sum over these levels, and put $R=(h\beta w)^2Z$ and $S=\beta^2(2w^2+c^2)h^2/24$. For every $h>0$,
$$e^{-S}\le R\le \frac1{1+S}.$$
Consequently, as $h\to0^+$ with the other parameters fixed,
$$\frac{\log R}{h^2}\to-\frac{\beta^2(2w^2+c^2)}{24},\qquad \frac1{h^2}\log\frac{Z(c)}{Z(0)}\to-\frac{\beta^2c^2}{24}.$$

## Reference values for thermal codes in a field

For one non-interacting particle in a parabolic trap, the second limit gives the leading free-energy change $\beta h^2c^2/24$. It is positive, as expected for orbital diamagnetism. Sampling the classical Boltzmann distribution without a quantum correction gives zero for this change, up to statistical error. A path-integral or level-summation code should recover it at small $h$.

The two-sided bound tests a computed value at finite $h$. With $\beta=w=c=1$ and $h=0.1$, $S=0.00125$, so $\log R$ must lie between $-0.00125$ and $-\log(1.00125)\approx-0.0012492$. The width of this window is at most $S^2/2$.

Three details matter in floating-point evaluation:

- In a strong field, the smaller mode frequency is a difference of nearly equal numbers. Compute the larger one as $\sqrt{w^2+c^2/4}+|c|/2$ and obtain the smaller by dividing $w^2$ by it.
- With $x=\beta hw_+/2$ and $y=\beta hw_-/2$, evaluate $\log R=-\ell(x)-\ell(y)$, where $\ell(u)=\log(\sinh u/u)$. For small $u$ use $\ell(u)\approx u^2/6-u^4/180$; for large $u$ use $u+\log(1-e^{-2u})-\log(2u)$, which avoids overflow.
- A truncated level sum needs more levels as $h$ falls: the number required in each mode grows like $1/(\beta hw_\pm)$. The closed form below has no such cost.

## From the level sum to the $h^2$ coefficient

**Classical reference.** With the charge absorbed into the vector potential $\mathbf A$, the Hamiltonian is $H=\frac12|\mathbf p-\mathbf A(\mathbf r)|^2+\frac12w^2|\mathbf r|^2$. At fixed $\mathbf r$, the shift $\mathbf p\to\mathbf p+\mathbf A(\mathbf r)$ has unit Jacobian and removes the field. The remaining Gaussian integrals give
$$Z_{\rm cl}=\frac1{(2\pi h)^2}\,\frac{2\pi}{\beta}\,\frac{2\pi}{\beta w^2}=\frac1{(h\beta w)^2}.$$
Thus $R=Z/Z_{\rm cl}$.

**Mode frequencies.** Put $s=\sqrt{w^2+c^2/4}$. Since $w>0$, $s>|c|/2$, so both frequencies are positive. Also
$$w_+w_-=s^2-c^2/4=w^2,\qquad w_+^2+w_-^2=2s^2+c^2/2=2w^2+c^2.$$

**Level sum.** For $a>0$, a geometric series gives
$$\sum_{n\ge0}e^{-a(2n+1)}=\frac{e^{-a}}{1-e^{-2a}}=\frac1{2\sinh a}.$$
The Boltzmann factor splits into one factor per mode, with $a=x$ and $a=y$, so $Z=1/(4\sinh x\sinh y)$. From the product relation, $(h\beta w)^2=4xy$, and therefore
$$R=\frac{xy}{\sinh x\,\sinh y}.$$
The sum of squares gives $S=(x^2+y^2)/6$.

**Bounds on sinh.** For $u\ge0$,
$$u\left(1+\frac{u^2}{6}\right)\le\sinh u\le u\,e^{u^2/6}.$$
The lower bound keeps the first two terms of $\sinh u=\sum_k u^{2k+1}/(2k+1)!$, whose terms are all nonnegative. The upper bound compares this series with $\sum_k u^{2k+1}/(6^kk!)$, using $(2k+1)!\ge6^kk!$. That inequality is an equality at $k=0$. Passing from $k$ to $k+1$ multiplies the left side by $(2k+3)(2k+2)$ and the right side by $6(k+1)$, which is no larger.

**Bounds on the ratio.** Multiplying the upper bounds for $x$ and $y$ gives $\sinh x\sinh y\le xy\,e^S$, hence $R\ge e^{-S}$. Multiplying the lower bounds gives
$$\sinh x\sinh y\ge xy\left(1+\frac{x^2}{6}\right)\left(1+\frac{y^2}{6}\right)\ge xy(1+S),$$
hence $R\le1/(1+S)$.

**Limits.** Write $S=Kh^2$ with $K=\beta^2(2w^2+c^2)/24$. The lower bound gives $\log R\ge-Kh^2$. From $\log R\le R-1$ and the upper bound, $\log R\le-Kh^2/(1+Kh^2)$. Dividing by $h^2$,
$$-K\le\frac{\log R}{h^2}\le-\frac{K}{1+Kh^2},$$
and both sides tend to $-K$. Subtracting the same limit at $c=0$ cancels the prefactor $(h\beta w)^2$ and the $2w^2$ term, which leaves $-\beta^2c^2/24$.

## Lean source: levels, bounds and limits

```lean
import Mathlib

open Filter Topology
open Real (exp sinh)

namespace FockDarwinMagnetism

noncomputable section

/-- First mode frequency of a planar oscillator `w` with cyclotron frequency `c`. -/
def modePlus (w c : ℝ) : ℝ := √(w ^ 2 + c ^ 2 / 4) + c / 2

/-- Second mode frequency, equal to `modePlus w c - c`. -/
def modeMinus (w c : ℝ) : ℝ := √(w ^ 2 + c ^ 2 / 4) - c / 2

/-- The Fock–Darwin energy levels, with `h` the reduced Planck constant. -/
def energy (w c h : ℝ) (n : ℕ × ℕ) : ℝ :=
  h * modePlus w c * (n.1 + 1 / 2) + h * modeMinus w c * (n.2 + 1 / 2)

/-- Partition function: the Boltzmann sum over the Fock–Darwin levels. -/
def quantumZ (β w c h : ℝ) : ℝ := ∑' n : ℕ × ℕ, exp (-β * energy w c h n)

/-- For `w > 0` both frequencies are positive; their product is `w²` and their squares
add up to `2w² + c²`. -/
theorem mode_relations {w : ℝ} (c : ℝ) (hw : 0 < w) :
    0 < modePlus w c ∧ 0 < modeMinus w c ∧ modePlus w c * modeMinus w c = w ^ 2 ∧
      modePlus w c ^ 2 + modeMinus w c ^ 2 = 2 * w ^ 2 + c ^ 2 := by
  have hs : √(w ^ 2 + c ^ 2 / 4) ^ 2 = w ^ 2 + c ^ 2 / 4 := Real.sq_sqrt (by positivity)
  have hlt : |c / 2| < √(w ^ 2 + c ^ 2 / 4) :=
    abs_lt_of_sq_lt_sq (by rw [hs]; nlinarith [pow_pos hw 2]) (Real.sqrt_nonneg _)
  obtain ⟨h1, h2⟩ := abs_lt.mp hlt
  unfold modePlus modeMinus
  exact ⟨by linarith, by linarith, by linear_combination hs, by linear_combination 2 * hs⟩

/-- For `β, w, h > 0` the Boltzmann sum converges to a product of two oscillator factors. -/
theorem boltzmann_hasSum {β w h : ℝ} (c : ℝ) (hβ : 0 < β) (hw : 0 < w) (hh : 0 < h) :
    HasSum (fun n : ℕ × ℕ => exp (-β * energy w c h n))
      (1 / (2 * sinh (β * h * modePlus w c / 2)) *
        (1 / (2 * sinh (β * h * modeMinus w c / 2)))) := by
  obtain ⟨p1, p2, -, -⟩ := mode_relations c hw
  -- one mode is a geometric series
  have one : ∀ a : ℝ, 0 < a →
      HasSum (fun n : ℕ => exp (-(a * (2 * n + 1)))) (1 / (2 * sinh a)) := by
    intro a ha
    have hq : exp (-(2 * a)) < 1 := Real.exp_lt_one_iff.2 (by linarith)
    have hs : 0 < sinh a := Real.sinh_pos_iff.2 ha
    have e1 : exp a * exp (-a) = 1 := by rw [← Real.exp_add]; simp
    have e2 : exp (-(2 * a)) = exp (-a) * exp (-a) := by
      rw [← Real.exp_add]; congr 1; ring
    have hf : (fun n : ℕ => exp (-(a * (2 * n + 1)))) =
        fun n : ℕ => exp (-a) * exp (-(2 * a)) ^ n := by
      funext n
      rw [← Real.exp_nat_mul, ← Real.exp_add]
      congr 1
      ring
    have hv : 1 / (2 * sinh a) = exp (-a) * (1 - exp (-(2 * a)))⁻¹ := by
      rw [← div_eq_mul_inv, div_eq_div_iff (by positivity) (sub_pos.2 hq).ne', Real.sinh_eq]
      linear_combination -e2 - e1
    rw [hf, hv]
    exact (hasSum_geometric_of_lt_one (Real.exp_pos _).le hq).mul_left (exp (-a))
  have h1 := one (β * h * modePlus w c / 2) (by positivity)
  have h2 := one (β * h * modeMinus w c / 2) (by positivity)
  have hf : (fun n : ℕ × ℕ => exp (-β * energy w c h n)) = fun n : ℕ × ℕ =>
      exp (-(β * h * modePlus w c / 2 * (2 * n.1 + 1))) *
        exp (-(β * h * modeMinus w c / 2 * (2 * n.2 + 1))) := by
    funext n
    simp only [energy, ← Real.exp_add]
    congr 1
    ring
  rw [hf]
  exact h1.mul h2 (h1.summable.mul_of_nonneg h2.summable
    (fun _ => (Real.exp_pos _).le) (fun _ => (Real.exp_pos _).le))

/-- For `x ≥ 0`, `sinh x` lies between `x(1 + x²/6)` and `x exp(x²/6)`. -/
theorem sinh_bounds {x : ℝ} (hx : 0 ≤ x) :
    x * (1 + x ^ 2 / 6) ≤ sinh x ∧ sinh x ≤ x * exp (x ^ 2 / 6) := by
  constructor
  · have h := sum_le_hasSum (Finset.range 2) (fun n _ => by positivity) (Real.hasSum_sinh x)
    norm_num [Finset.sum_range_succ, Nat.factorial] at h
    linarith
  · have hf : ∀ k : ℕ, 6 ^ k * k.factorial ≤ (2 * k + 1).factorial := by
      intro k
      induction k with
      | zero => simp
      | succ k ih =>
        rw [show 2 * (k + 1) + 1 = 2 * k + 1 + 1 + 1 by ring,
          Nat.factorial_succ (2 * k + 1 + 1), Nat.factorial_succ (2 * k + 1),
          Nat.factorial_succ k]
        calc 6 ^ (k + 1) * ((k + 1) * k.factorial)
            = (6 * (k + 1)) * (6 ^ k * k.factorial) := by ring
          _ ≤ ((2 * k + 1 + 1 + 1) * (2 * k + 1 + 1)) * (2 * k + 1).factorial :=
            Nat.mul_le_mul (by nlinarith) ih
          _ = _ := by ring
    -- compare the two power series term by term
    refine le_of_tendsto' (Real.hasSum_sinh x).tendsto_sum_nat (fun N => ?_)
    calc ∑ i ∈ Finset.range N, x ^ (2 * i + 1) / ((2 * i + 1).factorial : ℝ)
        ≤ ∑ i ∈ Finset.range N, x * ((x ^ 2 / 6) ^ i / (i.factorial : ℝ)) := by
          refine Finset.sum_le_sum (fun i _ => ?_)
          have hr : x * ((x ^ 2 / 6) ^ i / (i.factorial : ℝ)) =
              x ^ (2 * i + 1) / (6 ^ i * (i.factorial : ℝ)) := by
            rw [div_pow, ← pow_mul, pow_succ, div_div]
            ring
          rw [hr]
          exact div_le_div_of_nonneg_left (by positivity) (by positivity)
            (by exact_mod_cast hf i)
      _ = x * ∑ i ∈ Finset.range N, (x ^ 2 / 6) ^ i / (i.factorial : ℝ) :=
          (Finset.mul_sum _ _ _).symm
      _ ≤ x * exp (x ^ 2 / 6) :=
          mul_le_mul_of_nonneg_left (Real.sum_le_exp_of_nonneg (by positivity) N) hx

/-- At all `β, w, h > 0`, with `S = h²β²(2w² + c²)/24`, the product `(hβw)² Z` lies
between `exp(-S)` and `1/(1 + S)`. -/
theorem partition_bounds {β w h : ℝ} (c : ℝ) (hβ : 0 < β) (hw : 0 < w) (hh : 0 < h) :
    exp (-(β ^ 2 * (2 * w ^ 2 + c ^ 2) / 24 * h ^ 2)) ≤ quantumZ β w c h * (h * β * w) ^ 2 ∧
      quantumZ β w c h * (h * β * w) ^ 2 ≤
        1 / (1 + β ^ 2 * (2 * w ^ 2 + c ^ 2) / 24 * h ^ 2) := by
  obtain ⟨p1, p2, hprod, hsum⟩ := mode_relations c hw
  have hq : quantumZ β w c h = _ := (boltzmann_hasSum c hβ hw hh).tsum_eq
  rw [hq]
  obtain ⟨x, hx⟩ : ∃ x, x = β * h * modePlus w c / 2 := ⟨_, rfl⟩
  obtain ⟨y, hy⟩ : ∃ y, y = β * h * modeMinus w c / 2 := ⟨_, rfl⟩
  have x0 : 0 < x := by rw [hx]; positivity
  have y0 : 0 < y := by rw [hy]; positivity
  have hN : (h * β * w) ^ 2 = 4 * (x * y) := by
    rw [hx, hy]; linear_combination -(h * β) ^ 2 * hprod
  have hS : β ^ 2 * (2 * w ^ 2 + c ^ 2) / 24 * h ^ 2 = x ^ 2 / 6 + y ^ 2 / 6 := by
    rw [hx, hy]; linear_combination -(β ^ 2 * h ^ 2 / 24) * hsum
  rw [← hx, ← hy, hN, hS, show 1 / (2 * sinh x) * (1 / (2 * sinh y)) * (4 * (x * y)) =
    x * y / (sinh x * sinh y) by ring]
  obtain ⟨lx, ux⟩ := sinh_bounds x0.le
  obtain ⟨ly, uy⟩ := sinh_bounds y0.le
  have sx : 0 < sinh x := Real.sinh_pos_iff.2 x0
  have sy : 0 < sinh y := Real.sinh_pos_iff.2 y0
  constructor
  · rw [le_div_iff₀ (by positivity)]
    have he : exp (-(x ^ 2 / 6 + y ^ 2 / 6)) * (exp (x ^ 2 / 6) * exp (y ^ 2 / 6)) = 1 := by
      rw [← Real.exp_add, ← Real.exp_add]; simp
    have hk := mul_le_mul_of_nonneg_left (mul_le_mul ux uy sy.le (by positivity))
      (Real.exp_pos (-(x ^ 2 / 6 + y ^ 2 / 6))).le
    linear_combination hk + x * y * he
  · rw [div_le_div_iff₀ (by positivity) (by positivity)]
    have hm := mul_le_mul lx ly (by positivity) sx.le
    have hp : 0 ≤ x * y * (x ^ 2 / 6 * (y ^ 2 / 6)) := by positivity
    linear_combination hm + hp

/-- For `β, w > 0`, `log((hβw)² Z)/h²` tends to `-β²(2w² + c²)/24` as `h` tends to zero
from above. -/
theorem semiclassical_limit {β w : ℝ} (c : ℝ) (hβ : 0 < β) (hw : 0 < w) :
    Tendsto (fun h => Real.log (quantumZ β w c h * (h * β * w) ^ 2) / h ^ 2)
      (𝓝[>] 0) (𝓝 (-(β ^ 2 * (2 * w ^ 2 + c ^ 2) / 24))) := by
  have hb := fun (h : ℝ) (hh : 0 < h) => partition_bounds c hβ hw hh
  have hK : 0 < β ^ 2 * (2 * w ^ 2 + c ^ 2) / 24 := by positivity
  generalize β ^ 2 * (2 * w ^ 2 + c ^ 2) / 24 = K at hb hK ⊢
  have hup : Tendsto (fun h : ℝ => -K / (1 + K * h ^ 2)) (𝓝[>] 0) (𝓝 (-K)) := by
    have hc : ContinuousAt (fun h : ℝ => -K / (1 + K * h ^ 2)) 0 :=
      ContinuousAt.div (by fun_prop) (by fun_prop) (by simp)
    have ht := hc.tendsto.mono_left (nhdsWithin_le_nhds (s := Set.Ioi (0 : ℝ)))
    simpa using ht
  -- squeeze between the two finite-h bounds
  refine tendsto_of_tendsto_of_tendsto_of_le_of_le' tendsto_const_nhds hup ?_ ?_
  · filter_upwards [self_mem_nhdsWithin] with h hh
    have h0 : 0 < h := hh
    rw [le_div_iff₀ (by positivity)]
    have hl := Real.log_le_log (Real.exp_pos _) (hb h h0).1
    rw [Real.log_exp] at hl
    linarith
  · filter_upwards [self_mem_nhdsWithin] with h hh
    have h0 : 0 < h := hh
    rw [div_le_iff₀ (by positivity)]
    have hl := Real.log_le_sub_one_of_pos ((Real.exp_pos _).trans_le (hb h h0).1)
    have he : -K / (1 + K * h ^ 2) * h ^ 2 = 1 / (1 + K * h ^ 2) - 1 := by
      have : 1 + K * h ^ 2 ≠ 0 := by positivity
      rw [eq_sub_iff_add_eq, div_mul_eq_mul_div, div_add' _ _ _ this]
      congr 1
      ring
    linarith [(hb h h0).2]

/-- For `β, w > 0` the change of `log Z` caused by the field, divided by `h²`, tends to
`-β²c²/24` as `h` tends to zero from above. -/
theorem magnetic_limit {β w : ℝ} (c : ℝ) (hβ : 0 < β) (hw : 0 < w) :
    Tendsto (fun h => Real.log (quantumZ β w c h / quantumZ β w 0 h) / h ^ 2)
      (𝓝[>] 0) (𝓝 (-(β ^ 2 * c ^ 2 / 24))) := by
  have hd := (semiclassical_limit c hβ hw).sub (semiclassical_limit 0 hβ hw)
  rw [show -(β ^ 2 * (2 * w ^ 2 + c ^ 2) / 24) - -(β ^ 2 * (2 * w ^ 2 + 0 ^ 2) / 24) =
    -(β ^ 2 * c ^ 2 / 24) by ring] at hd
  refine hd.congr' ?_
  filter_upwards [self_mem_nhdsWithin] with h hh
  have h0 : 0 < h := hh
  have hK : (h * β * w) ^ 2 ≠ 0 := by positivity
  have r1 := (Real.exp_pos _).trans_le (partition_bounds c hβ hw h0).1
  have r2 := (Real.exp_pos _).trans_le (partition_bounds 0 hβ hw h0).1
  -- the field-independent prefactor cancels
  rw [← sub_div, ← Real.log_div r1.ne' r2.ne', mul_div_mul_right _ _ hK]

end

end FockDarwinMagnetism
```

```lean
#print axioms FockDarwinMagnetism.magnetic_limit
```

```
'FockDarwinMagnetism.magnetic_limit' depends on axioms: [propext, Classical.choice, Quot.sound]
```

## What is checked, and which physics is put in by definition

The definitions `modePlus` and `modeMinus` are $w_+$ and $w_-$. A pair `n : ℕ × ℕ` holds the quantum numbers, with `n.1` $=n_1$ and `n.2` $=n_2$. `energy` is the level formula, and `quantumZ` is its Boltzmann sum, written as an infinite sum and not as the closed form. All parameters are real. The filter `𝓝[>] 0` expresses that $h$ approaches zero through positive values, while $\beta$, $w$ and $c$ stay fixed.

`semiclassical_limit` and `magnetic_limit` state the two limits for $\beta,w>0$ and any real $c$, including zero. `partition_bounds` holds at every positive $h$, so it also controls the error away from the limit. The condition $w>0$ stands for confinement: without the trap, at least one mode frequency vanishes and the level sum diverges.

The level formula enters as a definition, and the classical partition function only as the factor `(h * β * w) ^ 2`; the latter is computed by hand above from the classical Hamiltonian. The levels are the standard spectrum of the corresponding quantum Hamiltonian, and their derivation is not given here. The model has one particle, two dimensions and no spin, so a spin Zeeman term or interactions would need a separate analysis; the orbital coupling to the field is already in the levels.

The proof follows the derivation closely:

- `mode_relations` obtains positivity from $|c/2|<s$ and the two algebraic identities from the square of the root, through `linear_combination`.
- `boltzmann_hasSum` proves the one-mode geometric series as the local fact `one`, then multiplies two copies. Nonnegativity of the terms supplies the convergence of the double sum.
- `sinh_bounds` gets its lower half from a two-term partial sum. Its upper half uses induction for the factorial inequality, compares partial sums, and passes to the limit with `le_of_tendsto'`.
- `partition_bounds` introduces $x$ and $y$, rewrites the prefactor and $S$ in terms of them (`hN` and `hS`), and multiplies the sinh bounds.
- `semiclassical_limit` names the coefficient `K` and squeezes the quotient between the two functions of $h$ found above. The upper one converges by continuity at zero.
- `magnetic_limit` subtracts two instances of that theorem. Positivity of both ratios, taken from `partition_bounds`, justifies combining the logarithms.

These are statements about real numbers. They do not bound the rounding error of a floating-point program, or the statistical and time-step errors of a simulation compared with them.
